# The surface Green function of a tight-binding chain above its band as the limit of the recursion $g_{n+1} = 1/(z - t^2 g_n)$

The surface Green function of a chain with Hamiltonian $H$ is the edge element $\langle 0|(z-H)^{-1}|0\rangle$ at energy $z$, and a formal statement can either use the inverse itself or characterise this element by the linear equation that the column $(z-H)^{-1}|0\rangle$ solves. Here no operator is inverted: the hopping is $-t$ with $t > 0$, the on-site energy is zero, $z$ is real and lies above the band, $z > 2t$, amplitudes are real functions on the sites $0, 1, 2, \dots$, and the Green function is the edge amplitude $\psi_0$ of a solution of $(z-H)\psi = \delta_0$, where $\delta_0$ is a unit source on site $0$, subject to a boundary condition: the solution vanishes at a hard wall for a finite chain and decays far from the edge for the semi-infinite chain. Without such a condition any value of $\psi_0$ extends to a solution.

```lean
import Mathlib

open Filter Topology

namespace SurfaceGreenFunction

noncomputable section

/-- Surface Green function recursion at real energy `z` with hopping `t`:
`g₀ = 0`, `gₙ₊₁ = 1 / (z - t² gₙ)`. -/
def surfaceG (t z : ℝ) : ℕ → ℝ
  | 0 => 0
  | n + 1 => 1 / (z - t ^ 2 * surfaceG t z n)

/-- The closed form `G = (z - √(z² - 4t²)) / (2t²)`. -/
def gInf (t z : ℝ) : ℝ := (z - √(z ^ 2 - 4 * t ^ 2)) / (2 * t ^ 2)

/-- Nearest-neighbour Hamiltonian with hopping `-t` and zero on-site energy, acting on the
amplitudes of a chain whose first site is `0`. -/
def chainH (t : ℝ) (ψ : ℕ → ℝ) : ℕ → ℝ
  | 0 => -t * ψ 1
  | k + 1 => -t * (ψ k + ψ (k + 2))

/-- A source of strength `c` on the edge site `0`. -/
def edgeSource (c : ℝ) : ℕ → ℝ
  | 0 => c
  | _ + 1 => 0

/-- `ψ` solves `(z - H) ψ = c δ₀` on the sites `0, …, n - 1`, with the hard wall `ψ n = 0`. -/
def SolvesChain (t z : ℝ) (n : ℕ) (c : ℝ) (ψ : ℕ → ℝ) : Prop :=
  ψ n = 0 ∧ ∀ k, k < n → z * ψ k - chainH t ψ k = edgeSource c k

/-- The amplitudes `G (-t G)^k` on the semi-infinite chain. -/
def edgeColumn (t z : ℝ) (k : ℕ) : ℝ := gInf t z * (-(t * gInf t z)) ^ k

variable {t z : ℝ}

/-- For `z > 2t > 0`, `G` is positive, `t G < 1`, and `G (z - t² G) = 1`. -/
theorem gInf_spec (ht : 0 < t) (hz : 2 * t < z) :
    0 < gInf t z ∧ t * gInf t z < 1 ∧ gInf t z * (z - t ^ 2 * gInf t z) = 1 := by
  have hs : √(z ^ 2 - 4 * t ^ 2) ^ 2 = z ^ 2 - 4 * t ^ 2 := Real.sq_sqrt (by nlinarith)
  have h1 : √(z ^ 2 - 4 * t ^ 2) < z := (Real.sqrt_lt' (by linarith)).2 (by nlinarith)
  have h2 : z - 2 * t < √(z ^ 2 - 4 * t ^ 2) := (Real.lt_sqrt (by linarith)).2 (by nlinarith)
  have hG : 2 * t ^ 2 * gInf t z = z - √(z ^ 2 - 4 * t ^ 2) := by
    unfold gInf
    field_simp
  refine ⟨div_pos (by linarith) (by positivity), ?_, ?_⟩
  · by_contra h
    have h' : 1 ≤ t * gInf t z := not_lt.1 h
    nlinarith [mul_nonneg ht.le (sub_nonneg.2 h')]
  · have h4 : (4 * t ^ 2 : ℝ) ≠ 0 := by positivity
    apply mul_left_cancel₀ h4
    linear_combination
      (2 * z - 2 * t ^ 2 * gInf t z - (z - √(z ^ 2 - 4 * t ^ 2))) * hG - hs

/-- Every iterate satisfies `0 ≤ gₙ < G`. -/
theorem surfaceG_bounds (ht : 0 < t) (hz : 2 * t < z) (n : ℕ) :
    0 ≤ surfaceG t z n ∧ surfaceG t z n < gInf t z := by
  obtain ⟨hG, hq, hfix⟩ := gInf_spec ht hz
  have ht2 : 0 < t ^ 2 := by positivity
  induction n with
  | zero => exact ⟨le_refl _, hG⟩
  | succ n ih =>
    have hD : 0 < z - t ^ 2 * surfaceG t z n := by
      nlinarith [mul_pos ht2 (sub_pos.2 ih.2), mul_pos ht (sub_pos.2 hq)]
    refine ⟨(one_div_pos.2 hD).le, ?_⟩
    show 1 / (z - t ^ 2 * surfaceG t z n) < gInf t z
    rw [div_lt_iff₀ hD]
    nlinarith [mul_pos (mul_pos hG ht2) (sub_pos.2 ih.2)]

/-- Each denominator `z - t² gₙ` is positive and `gₙ₊₁ (z - t² gₙ) = 1`. -/
theorem surfaceG_step (ht : 0 < t) (hz : 2 * t < z) (n : ℕ) :
    0 < z - t ^ 2 * surfaceG t z n ∧
      surfaceG t z (n + 1) * (z - t ^ 2 * surfaceG t z n) = 1 := by
  obtain ⟨_, hq, _⟩ := gInf_spec ht hz
  have ht2 : 0 < t ^ 2 := by positivity
  have hD : 0 < z - t ^ 2 * surfaceG t z n := by
    nlinarith [mul_pos ht2 (sub_pos.2 (surfaceG_bounds ht hz n).2), mul_pos ht (sub_pos.2 hq)]
  exact ⟨hD, one_div_mul_cancel hD.ne'⟩

/-- The sequence `gₙ` is strictly increasing. -/
theorem surfaceG_strictMono (ht : 0 < t) (hz : 2 * t < z) : StrictMono (surfaceG t z) := by
  have ht2 : 0 < t ^ 2 := by positivity
  refine strictMono_nat_of_lt_succ fun n => ?_
  induction n with
  | zero => exact one_div_pos.2 (surfaceG_step ht hz 0).1
  | succ n ih =>
    -- a larger self-energy `t² g` means a smaller denominator
    exact one_div_lt_one_div_of_lt (surfaceG_step ht hz (n + 1)).1
      (by nlinarith [mul_pos ht2 (sub_pos.2 ih)])

/-- Geometric error bound: `G - gₙ ≤ G ((t G)²)ⁿ`. -/
theorem surfaceG_error (ht : 0 < t) (hz : 2 * t < z) (n : ℕ) :
    gInf t z - surfaceG t z n ≤ gInf t z * ((t * gInf t z) ^ 2) ^ n := by
  obtain ⟨hG, _, hfix⟩ := gInf_spec ht hz
  induction n with
  | zero => simp [surfaceG]
  | succ n ih =>
    have hb := surfaceG_bounds ht hz n
    have hb' := surfaceG_bounds ht hz (n + 1)
    have hc : 0 ≤ t ^ 2 * gInf t z := by positivity
    -- exact recursion for the error, then `gₙ₊₁ ≤ G`
    calc gInf t z - surfaceG t z (n + 1)
        = t ^ 2 * gInf t z * (surfaceG t z (n + 1) * (gInf t z - surfaceG t z n)) := by
          linear_combination surfaceG t z (n + 1) * hfix - gInf t z * (surfaceG_step ht hz n).2
      _ ≤ t ^ 2 * gInf t z * (gInf t z * (gInf t z * ((t * gInf t z) ^ 2) ^ n)) :=
          mul_le_mul_of_nonneg_left (mul_le_mul hb'.2.le ih (sub_pos.2 hb.2).le hG.le) hc
      _ = gInf t z * ((t * gInf t z) ^ 2) ^ (n + 1) := by ring

/-- For `t > 0` and `z > 2t` the sequence `gₙ` is strictly increasing and converges to
`(z - √(z² - 4t²)) / (2t²)`. -/
theorem surfaceG_strictMono_tendsto (ht : 0 < t) (hz : 2 * t < z) :
    StrictMono (surfaceG t z) ∧
      Tendsto (surfaceG t z) atTop (𝓝 ((z - √(z ^ 2 - 4 * t ^ 2)) / (2 * t ^ 2))) := by
  refine ⟨surfaceG_strictMono ht hz, ?_⟩
  obtain ⟨hG, hq, _⟩ := gInf_spec ht hz
  have h0 : 0 < t * gInf t z := mul_pos ht hG
  have hp : Tendsto (fun n : ℕ => ((t * gInf t z) ^ 2) ^ n) atTop (𝓝 0) :=
    tendsto_pow_atTop_nhds_zero_of_lt_one (by positivity) (by nlinarith)
  have hl : Tendsto (fun n : ℕ => gInf t z - gInf t z * ((t * gInf t z) ^ 2) ^ n) atTop
      (𝓝 (gInf t z)) := by
    have h := (hp.const_mul (gInf t z)).const_sub (gInf t z)
    rwa [mul_zero, sub_zero] at h
  show Tendsto (surfaceG t z) atTop (𝓝 (gInf t z))
  refine tendsto_of_tendsto_of_tendsto_of_le_of_le hl tendsto_const_nhds
    (fun n => ?_) (fun n => (surfaceG_bounds ht hz n).2.le)
  have h := surfaceG_error ht hz n
  show gInf t z - gInf t z * ((t * gInf t z) ^ 2) ^ n ≤ surfaceG t z n
  linarith

/-- Every solution of `(z - H) ψ = c δ₀` on the `n`-site chain has edge amplitude `c gₙ`. -/
theorem edge_amplitude (ht : 0 < t) (hz : 2 * t < z) (n : ℕ) :
    ∀ (c : ℝ) (ψ : ℕ → ℝ), SolvesChain t z n c ψ → ψ 0 = c * surfaceG t z n := by
  induction n with
  | zero =>
    intro c ψ h
    rw [h.1]
    simp [surfaceG]
  | succ n ih =>
    intro c ψ h
    -- the rest of the chain is driven by the source `-t ψ₀`
    have hrest : SolvesChain t z n (-t * ψ 0) (fun k => ψ (k + 1)) := by
      refine ⟨h.1, fun k hk => ?_⟩
      rcases k with _ | k
      · have h' : z * ψ 1 - -t * (ψ 0 + ψ 2) = 0 := h.2 1 (by omega)
        show z * ψ 1 - -t * ψ 2 = -t * ψ 0
        linarith
      · exact h.2 (k + 1 + 1) (by omega)
    have h1 : ψ 1 = -t * ψ 0 * surfaceG t z n := ih _ _ hrest
    have h0 : z * ψ 0 - -t * ψ 1 = c := h.2 0 (by omega)
    linear_combination surfaceG t z (n + 1) * h0 - surfaceG t z (n + 1) * t * h1
      - ψ 0 * (surfaceG_step ht hz n).2

/-- The equation `(z - H) ψ = c δ₀` on the `n`-site chain has a solution for every `c`. -/
theorem exists_solvesChain (ht : 0 < t) (hz : 2 * t < z) (n : ℕ) :
    ∀ c : ℝ, ∃ ψ : ℕ → ℝ, SolvesChain t z n c ψ := by
  induction n with
  | zero => exact fun c => ⟨fun _ => 0, rfl, fun k hk => absurd hk (Nat.not_lt_zero k)⟩
  | succ n ih =>
    intro c
    obtain ⟨φ, hφ⟩ := ih (-t * (c * surfaceG t z (n + 1)))
    have hφ0 := edge_amplitude ht hz n _ φ hφ
    -- attach a new edge site with amplitude `c gₙ₊₁`
    refine ⟨fun k => match k with
      | 0 => c * surfaceG t z (n + 1)
      | j + 1 => φ j, hφ.1, fun k hk => ?_⟩
    rcases k with _ | _ | k
    · show z * (c * surfaceG t z (n + 1)) - -t * φ 0 = c
      linear_combination t * hφ0 + c * (surfaceG_step ht hz n).2
    · have h' : z * φ 0 - -t * φ 1 = -t * (c * surfaceG t z (n + 1)) := hφ.2 0 (by omega)
      show z * φ 0 - -t * (c * surfaceG t z (n + 1) + φ 1) = 0
      linarith
    · exact hφ.2 (k + 1) (by omega)

/-- On the semi-infinite chain `ψₖ = G (-t G)^k` solves `(z - H) ψ = δ₀` at every site, has
edge amplitude `G`, and tends to zero far from the edge. -/
theorem edgeColumn_solves (ht : 0 < t) (hz : 2 * t < z) :
    (∀ k, z * edgeColumn t z k - chainH t (edgeColumn t z) k = edgeSource 1 k) ∧
      edgeColumn t z 0 = gInf t z ∧ Tendsto (edgeColumn t z) atTop (𝓝 0) := by
  obtain ⟨hG, hq, hfix⟩ := gInf_spec ht hz
  refine ⟨fun k => ?_, by simp [edgeColumn], ?_⟩
  · rcases k with _ | k
    · show z * (gInf t z * (-(t * gInf t z)) ^ 0) - -t * (gInf t z * (-(t * gInf t z)) ^ 1) = 1
      linear_combination hfix
    · show z * (gInf t z * (-(t * gInf t z)) ^ (k + 1)) - -t * (gInf t z * (-(t * gInf t z)) ^ k
        + gInf t z * (-(t * gInf t z)) ^ (k + 2)) = 0
      rw [pow_add, pow_add]
      generalize (-(t * gInf t z)) ^ k = y
      linear_combination (-t * gInf t z * y) * hfix
  · have habs : |-(t * gInf t z)| < 1 := by rwa [abs_neg, abs_of_pos (mul_pos ht hG)]
    have h := (tendsto_pow_atTop_nhds_zero_of_abs_lt_one habs).const_mul (gInf t z)
    rw [mul_zero] at h
    exact h

end

end SurfaceGreenFunction
```

```lean
#print axioms SurfaceGreenFunction.surfaceG_strictMono_tendsto
-- 'SurfaceGreenFunction.surfaceG_strictMono_tendsto' depends on axioms: [propext, Classical.choice, Quot.sound]
#print axioms SurfaceGreenFunction.exists_solvesChain
-- 'SurfaceGreenFunction.exists_solvesChain' depends on axioms: [propext, Classical.choice, Quot.sound]
#print axioms SurfaceGreenFunction.edgeColumn_solves
-- 'SurfaceGreenFunction.edgeColumn_solves' depends on axioms: [propext, Classical.choice, Quot.sound]
```

## What the statements say

The chain has one orbital per site, zero on-site energy and hopping $-t$ between neighbours. The definition `chainH` gives
$$(H\psi)_0 = -t\,\psi_1, \qquad (H\psi)_{k+1} = -t\,(\psi_k + \psi_{k+2}),$$
so site $0$ is the surface and has one neighbour. `edgeSource c` is $c\,\delta_0$ for a real strength $c$. `SolvesChain t z n c ψ` says that $z\psi_k - (H\psi)_k = c\,\delta_{k0}$ for $k = 0, \dots, n-1$ and that $\psi_n = 0$. This hard wall cuts out a chain of $n$ sites; the values $\psi_k$ with $k > n$ enter no equation and are unconstrained.

`surfaceG t z n` is the number $g_n$ defined by $g_0 = 0$ and $g_{n+1} = 1/(z - t^2 g_n)$, and `gInf t z` is
$$G = \frac{z - \sqrt{z^2 - 4t^2}}{2t^2}.$$
Every theorem assumes `0 < t` and `2 * t < z`, which in physical terms puts the energy above the band $[-2t, 2t]$ of the infinite chain.

`surfaceG_strictMono_tendsto` states that $g_0 < g_1 < g_2 < \dots$ and $g_n \to G$. `surfaceG_bounds` and `surfaceG_error` add $0 \le g_n < G$ and the rate $G - g_n \le G\,(tG)^{2n}$. `exists_solvesChain` and `edge_amplitude` tie the recursion to $H$: the $n$-site equation has a solution for each $c$, and every solution has $\psi_0 = c\,g_n$, so $g_n$ is the edge Green function of the $n$-site chain. `edgeColumn_solves` treats the semi-infinite chain: $\psi_k = G(-tG)^k$, called `edgeColumn`, satisfies $(z-H)\psi = \delta_0$ at every site, has $\psi_0 = G$, and tends to zero as $k \to \infty$.

Uniqueness is stated only for the edge amplitude of the finite chain; the decaying solution on the semi-infinite chain is exhibited, not shown to be the only one. Complex energies $E + i\eta$, energies inside or below the band, and therefore the surface density of states are not covered. In transport and impurity models $t^2 G$ is the self-energy that a semi-infinite lead contributes to a site attached by hopping $-t$, and the result gives it, with a bound on the truncation error, for a non-interacting one-dimensional single-orbital lead at real energy above the band.

## Smallest chains

For $n = 0$ there is no site and no equation, the wall forces $\psi_0 = 0$, and this matches $g_0 = 0$. For $n = 1$ the wall gives $\psi_1 = 0$, the one equation is $z\psi_0 = c$, and $g_1 = 1/z$. For $n = 2$ the recursion gives $g_2 = z/(z^2 - t^2)$, the diagonal Green function of a dimer with levels $\pm t$.

## Where the recursion comes from

Take a solution on $n+1$ sites. The equation at site $1$, present when $n \ge 1$, is $z\psi_1 + t(\psi_0 + \psi_2) = 0$, or
$$z\psi_1 + t\psi_2 = -t\psi_0 .$$
The shifted amplitudes $\psi_{k+1}$ therefore solve the $n$-site problem with source strength $-t\psi_0$, and the wall $\psi_{n+1} = 0$ sits in the right place. By induction $\psi_1 = -t\psi_0\,g_n$. The equation at site $0$ is $z\psi_0 + t\psi_1 = c$, so $(z - t^2 g_n)\psi_0 = c$, and multiplying by $g_{n+1}$ gives $\psi_0 = c\,g_{n+1}$.

In `edge_amplitude` the shifted problem is `hrest`, the relations $\psi_1 = -t\psi_0\,g_n$ and $z\psi_0 + t\psi_1 = c$ are `h1` and `h0`, and the closing `linear_combination` is the elimination of $\psi_1$. The statement quantifies over all `c` and `ψ` inside the induction because the source changes at each step. `exists_solvesChain` runs the argument backwards: it takes an $n$-site solution $\varphi$ with source $-t\,c\,g_{n+1}$, puts a new site with amplitude $c\,g_{n+1}$ in front, and checks site $0$, site $1$ and the remaining sites separately.

## The fixed point

Write $s = \sqrt{z^2 - 4t^2}$, so that $2t^2 G = z - s$ (`hG` in `gInf_spec`). Since $s^2 < z^2$, $s < z$ and $G > 0$. Since $(z-2t)^2 < (z-2t)(z+2t) = s^2$, $z - 2t < s$, hence $2t^2 G < 2t$ and $tG < 1$. With $u = 2t^2 G$,
$$4t^2\,G(z - t^2 G) = 2uz - u^2 = z^2 - (z-u)^2 = z^2 - s^2 = 4t^2,$$
so $G(z - t^2 G) = 1$. The proof cancels $4t^2$ with `mul_left_cancel₀` and checks this identity by `linear_combination`.

## Bounds, monotonicity and convergence

The bounds hold for $g_0 = 0$. Suppose $0 \le g_n < G$. Because $t^2 G < t$,
$$z - t^2 g_n > z - t^2 G > 2t - t > 0,$$
so $g_{n+1} > 0$. Also $G(z - t^2 g_n) = 1 + t^2 G (G - g_n) > 1$, which gives $g_{n+1} < G$ on division by the positive denominator. The products handed to `nlinarith` in `surfaceG_bounds` are exactly $t^2(G - g_n)$, $t(1 - tG)$ and $G t^2 (G - g_n)$. `surfaceG_step` records the positive denominator and $g_{n+1}(z - t^2 g_n) = 1$; Lean sets $1/0 = 0$, and this lemma shows that the recursion never uses that value.

Monotonicity starts from $g_1 = 1/z > 0 = g_0$. If $g_n < g_{n+1}$, then $0 < z - t^2 g_{n+1} < z - t^2 g_n$, and taking reciprocals (`one_div_lt_one_div_of_lt`) gives $g_{n+1} < g_{n+2}$.

For the rate, use $G(z - t^2G) = 1$ and $g_{n+1}(z - t^2 g_n) = 1$:
$$G - g_{n+1} = G g_{n+1}\big[(z - t^2 g_n) - (z - t^2 G)\big] = t^2 G\,g_{n+1}\,(G - g_n).$$
With $g_{n+1} \le G$ the error shrinks at least by the factor $(tG)^2$ per site, starting from $G - g_0 = G$. The three lines of the `calc` block in `surfaceG_error` are this identity, this estimate together with the induction hypothesis, and the collection of powers. Since $0 < tG < 1$, $(tG)^{2n} \to 0$, and $G - G(tG)^{2n} \le g_n \le G$ squeezes $g_n$ to $G$ through `tendsto_of_tendsto_of_tendsto_of_le_of_le`.

## The semi-infinite chain

Put $\psi_k = G(-tG)^k$. At site $0$, $z\psi_0 + t\psi_1 = G(z - t^2G) = 1$. At site $k+1$, with $y = (-tG)^k$ as in the `generalize` step,
$$z\psi_{k+1} + t(\psi_k + \psi_{k+2}) = tGy\,\big[1 - G(z - t^2G)\big] = 0 .$$
Decay follows from $|{-tG}| < 1$.

## An easy mistake

The condition $x(z - t^2 x) = 1$ is quadratic in $x$, and solving it does not select $G$; this comparison of roots is ordinary algebra that the file does not check. The second root $G_+ = (z + s)/(2t^2)$ obeys $G\,G_+ = 1/t^2$, so $tG_+ > 1$, and $G_+(-tG_+)^k$ satisfies the same site equations while growing along the chain. The inequality $tG < 1$ distinguishes the two. For $z < -2t$ the expression `gInf` would itself be the root of larger modulus, so replacing the hypothesis `2 * t < z` by $|z| > 2t$ with the same formula would give a false limit.
